# Proper isometries preserve the handedness number of a screw motion, and improper ones reverse its sign

A screw motion turns space about an axis and advances it along the same axis. In a symmetry listing it appears as a rotation matrix $R$ and a translation vector $t$, acting on points by $x \mapsto Rx + t$. The vector $t$ depends on where the origin was placed, and the axis need not pass through it. The problem is to tell a right-handed screw from a left-handed one using $R$ and $t$ alone.

The conventions are as follows. Coordinates are Cartesian, with a right-handed set of axes, so matrices and vectors given in fractional crystal coordinates must be converted first. Indices run over 0, 1, 2, as in Lean. The vector attached to a matrix $R$ is

$$a(R) = (R_{21}-R_{12},\; R_{02}-R_{20},\; R_{10}-R_{01}),$$

which textbooks counting from 1 write as $(R_{32}-R_{23}, R_{13}-R_{31}, R_{21}-R_{12})$. For a rotation by $\theta$ about a unit vector $n$ it equals $2\sin\theta\, n$. The scalar $a(R)\cdot t$ is called the handedness number here; the name is not a standard one. It is not normalised and has the dimension of a length.

```lean
import Mathlib

open Matrix

namespace ScrewHandedness

noncomputable section
```

## Motions, isometries and conjugation

A motion is stored as its linear part and its translation part. Points and translations have the type `Fin 3 → ℝ`, a triple of real numbers.

```lean
/-- A motion `x ↦ R x + t` of three-dimensional space, with linear part `R` and
translation part `t`. -/
@[ext]
structure Motion where
  lin : Matrix (Fin 3) (Fin 3) ℝ
  trans : Fin 3 → ℝ
```

The motion $(R,t)$ sends $x$ to $Rx+t$. The symbol `*ᵥ` is the product of a matrix with a vector.

```lean
/-- The image of the point `x` under a motion. -/
def act (g : Motion) (x : Fin 3 → ℝ) : Fin 3 → ℝ := g.lin *ᵥ x + g.trans
```

Nothing so far makes $R$ orthogonal. That is a separate condition, $R^{\mathsf T}R = 1$, which says that distances are preserved.

```lean
/-- A motion is a Euclidean isometry when its linear part is orthogonal. -/
def IsIsometry (g : Motion) : Prop := g.linᵀ * g.lin = 1
```

A proper isometry also has $\det R = 1$. This leaves rotations, translations and screws, and excludes reflections, glides and rotoinversions.

```lean
/-- A proper isometry has an orthogonal linear part of determinant one. -/
def IsProper (g : Motion) : Prop := IsIsometry g ∧ g.lin.det = 1
```

Applying $h=(R_h,t_h)$ first and $g=(R_g,t_g)$ second gives

$$R_g(R_h x+t_h)+t_g = (R_gR_h)x + (R_g t_h+t_g).$$

```lean
/-- The motion `g` after the motion `h`. -/
def compose (g h : Motion) : Motion :=
  ⟨g.lin * h.lin, g.lin *ᵥ h.trans + g.trans⟩
```

Solving $y = Rx+t$ for $x$ gives $x = R^{\mathsf T}y - R^{\mathsf T}t$ when $R$ is orthogonal. The formula is adopted as the definition, and it is the true inverse only for isometries.

```lean
/-- The inverse `x ↦ Rᵀ (x - t)` of a Euclidean isometry. -/
def inverse (g : Motion) : Motion := ⟨g.linᵀ, -(g.linᵀ *ᵥ g.trans)⟩
```

The conjugate of $m$ by $g$ is $g\,m\,g^{-1}$.

```lean
/-- The motion `m` conjugated by the isometry `g`, that is `g m g⁻¹`. -/
def conjugate (g m : Motion) : Motion := compose (compose g m) (inverse g)
```

The vector $a(R)$ and the handedness number follow, with `⬝ᵥ` for the scalar product.

```lean
/-- The vector `a(R) = (R21 - R12, R02 - R20, R10 - R01)`, with indices counted from 0. -/
def axial (R : Matrix (Fin 3) (Fin 3) ℝ) : Fin 3 → ℝ :=
  ![R 2 1 - R 1 2, R 0 2 - R 2 0, R 1 0 - R 0 1]

/-- The handedness number `⟨a(R), t⟩` of a motion. -/
def handedness (m : Motion) : ℝ := axial m.lin ⬝ᵥ m.trans
```

## Conjugation describes the same motion in another frame

Let $g=(S,s)$ be an isometry and $m=(R,t)$ a motion. The conjugated motion has linear part $SRS^{\mathsf T}$ and translation $St+s-SRS^{\mathsf T}s$. Applied to the point $gx = Sx+s$, it gives

$$SRS^{\mathsf T}(Sx+s) + St + s - SRS^{\mathsf T}s = SRx + St + s = g(mx),$$

because $S^{\mathsf T}S=1$. If $g$ relabels every point, then $gmg^{-1}$ is the old motion seen through the new labels. Taking $S=1$ gives a pure shift of origin.

```lean
/-- Conjugation by an isometry `g` is a change of description: the conjugated motion
moves the point `g x` to the image under `g` of the moved point `m x`. -/
theorem act_conjugate (g m : Motion) (hg : IsIsometry g) (x : Fin 3 → ℝ) :
    act (conjugate g m) (act g x) = act g (act m x) := by
  have h1 : (g.lin * m.lin * g.linᵀ) *ᵥ (g.lin *ᵥ x) = g.lin *ᵥ (m.lin *ᵥ x) := by
    unfold IsIsometry at hg
    rw [Matrix.mulVec_mulVec, mul_assoc, hg, mul_one, ← Matrix.mulVec_mulVec]
  have h2 : (g.lin * m.lin) *ᵥ (g.linᵀ *ᵥ g.trans)
      = (g.lin * m.lin * g.linᵀ) *ᵥ g.trans := by
    rw [Matrix.mulVec_mulVec]
  simp only [act, conjugate, compose, inverse, Matrix.mulVec_add, Matrix.mulVec_neg, h1, h2]
  abel
```

In the proof, `h1` is the cancellation of $S^{\mathsf T}S$, and `h2` lines up the two terms containing $SRS^{\mathsf T}s$ so that `abel` can cancel them.

## The vector $a$ is axial

Orthogonal matrices preserve scalar products:

$$(Su)\cdot(Sv) = u^{\mathsf T}S^{\mathsf T}Sv = u\cdot v.$$

```lean
/-- An orthogonal matrix preserves the scalar product. -/
theorem dot_orthogonal (S : Matrix (Fin 3) (Fin 3) ℝ) (hS : Sᵀ * S = 1)
    (u v : Fin 3 → ℝ) : (S *ᵥ u) ⬝ᵥ (S *ᵥ v) = u ⬝ᵥ v := by
  rw [Matrix.dotProduct_mulVec, ← Matrix.mulVec_transpose, Matrix.mulVec_mulVec, hS,
    Matrix.one_mulVec]
```

Next comes the behaviour of $a$ under a change of axes. With the Levi-Civita symbol $\varepsilon_{ijk}$ and summation over repeated indices, $a(M)_i = -\varepsilon_{ijk}M_{jk}$ for any matrix $M$. Therefore

$$\bigl(S^{\mathsf T}a(SMS^{\mathsf T})\bigr)_i = -\varepsilon_{ljk}\,S_{li}S_{jm}S_{kn}\,M_{mn} = -\det S\;\varepsilon_{imn}M_{mn} = \det S\; a(M)_i .$$

The middle step is the expansion of a determinant, and it holds for every $S$, orthogonal or not. If $S$ is orthogonal, then $SS^{\mathsf T}=1$ as well, and multiplying by $S$ from the left gives

$$a(SMS^{\mathsf T}) = \det S\; S\,a(M).$$

This is the transformation law of an axial vector such as angular momentum: it turns with the axes and takes an extra sign under a reflection.

```lean
/-- Under an orthogonal change of axes `S`, the vector `a` transforms as an axial vector: it is
multiplied by the matrix `S` and by the number `det S`. -/
theorem axial_conj (S M : Matrix (Fin 3) (Fin 3) ℝ) (hS : Sᵀ * S = 1) :
    axial (S * M * Sᵀ) = S.det • (S *ᵥ axial M) := by
  have h' : S * Sᵀ = 1 := mul_eq_one_comm.mp hS
  -- a polynomial identity, valid for every matrix `S`
  have key : Sᵀ *ᵥ axial (S * M * Sᵀ) = S.det • axial M := by
    ext i
    fin_cases i <;>
      simp [axial, Matrix.mulVec, dotProduct, Matrix.mul_apply, Fin.sum_univ_three,
        Matrix.det_fin_three] <;> ring
  calc axial (S * M * Sᵀ) = S *ᵥ (Sᵀ *ᵥ axial (S * M * Sᵀ)) := by
        rw [Matrix.mulVec_mulVec, h', Matrix.one_mulVec]
    _ = S.det • (S *ᵥ axial M) := by rw [key, Matrix.mulVec_smul]
```

The polynomial identity is `key`. Lean proves it without the Levi-Civita symbol: `fin_cases` separates the three components, `simp` writes out the sums and the determinant, and `ring` compares the polynomials. The `calc` block is the multiplication by $S$.

## A rotation fixes its own vector $a(R)$

Put $S=M=R$ with $R$ orthogonal and $\det R=1$. Then $RRR^{\mathsf T}=R$, and the axial law becomes

$$a(R) = R\,a(R).$$

So $a(R)$, when it is not zero, points along the rotation axis.

```lean
/-- The linear part `R` of a proper isometry leaves the vector `a(R)` fixed. -/
theorem axial_fixed (m : Motion) (hm : IsProper m) :
    m.lin *ᵥ axial m.lin = axial m.lin := by
  have h' : m.lin * m.linᵀ = 1 := mul_eq_one_comm.mp hm.1
  have h := axial_conj m.lin m.lin hm.1
  rw [mul_assoc, h', mul_one, hm.2, one_smul] at h
  exact h.symm
```

## The handedness number is multiplied by $\det S$

Let $m=(R,t)$ be proper and let $g=(S,s)$ be any isometry. Set $w=S^{\mathsf T}s$, so that $Sw=s$. The translation part of $gmg^{-1}$ is

$$-SRw + St + s = S\,(t + w - Rw).$$

By the axial law, its linear part has the vector $\det S\;S\,a(R)$. The matrix $S$ drops out of the scalar product, which leaves

$$\det S\,\bigl[a(R)\cdot t + a(R)\cdot w - a(R)\cdot Rw\bigr].$$

Since $R$ fixes $a(R)$ and preserves scalar products,

$$a(R)\cdot Rw = R\,a(R)\cdot Rw = a(R)\cdot w .$$

The two terms containing $w$ cancel, and the result is $\det S\; a(R)\cdot t$.

For an isometry $\det S=\pm1$. Moving the origin or rotating the axes therefore leaves the number unchanged, and a reflection or inversion reverses its sign. The condition $\det R=1$ enters through the fixed vector. For an orthogonal $R$ with $\det R=-1$ the same argument gives $R\,a(R)=-a(R)$, and a shift of origin then adds $2a(R)\cdot w$, so the number depends on the origin whenever $a(R)\neq0$.

```lean
/-- Conjugating a proper isometry by any Euclidean isometry with orthogonal part `S`
multiplies its handedness number by `det S`. -/
theorem handedness_conjugate (g m : Motion) (hg : IsIsometry g) (hm : IsProper m) :
    handedness (conjugate g m) = g.lin.det * handedness m := by
  have hs : g.lin *ᵥ (g.linᵀ *ᵥ g.trans) = g.trans := by
    rw [Matrix.mulVec_mulVec, mul_eq_one_comm.mp hg, Matrix.one_mulVec]
  -- the new translation, written in the old axes
  have ht : (conjugate g m).trans = g.lin *ᵥ
      (m.trans + g.linᵀ *ᵥ g.trans - m.lin *ᵥ (g.linᵀ *ᵥ g.trans)) := by
    change (g.lin * m.lin) *ᵥ (-(g.linᵀ *ᵥ g.trans)) + (g.lin *ᵥ m.trans + g.trans) = _
    rw [Matrix.mulVec_sub, Matrix.mulVec_add, hs, Matrix.mulVec_neg,
      ← Matrix.mulVec_mulVec]
    abel
  have hl : axial (conjugate g m).lin = g.lin.det • (g.lin *ᵥ axial m.lin) :=
    axial_conj g.lin m.lin hg
  -- the shift of origin drops out because `R` fixes `a(R)`
  have hfix : ∀ w, axial m.lin ⬝ᵥ (m.lin *ᵥ w) = axial m.lin ⬝ᵥ w := by
    intro w
    have h := dot_orthogonal m.lin hm.1 (axial m.lin) w
    rwa [axial_fixed m hm] at h
  unfold handedness
  rw [ht, hl, smul_dotProduct, dot_orthogonal g.lin hg, dotProduct_sub, dotProduct_add,
    hfix, smul_eq_mul]
  ring
```

The hypothesis `hg` asks only that $g$ be an isometry, while `hm` asks that $m$ be proper. Inside the proof, `ht` is the formula for the translation, `hl` the axial law, and `hfix` the equality $a(R)\cdot Rw=a(R)\cdot w$. The closing rewrites assemble the bracket above, and `ring` cancels the terms containing $w$.

## Running a screw backwards does not change its hand

The inverse motion has linear part $R^{\mathsf T}$ and translation $-R^{\mathsf T}t$. Transposition reverses $a$, so $a(R^{\mathsf T})=-a(R)$, and

$$a(R^{\mathsf T})\cdot(-R^{\mathsf T}t) = a(R)\cdot R^{\mathsf T}t = R\,a(R)\cdot RR^{\mathsf T}t = a(R)\cdot t .$$

Both the sense of turning and the direction of advance are reversed, and the two signs compensate.

```lean
/-- A proper isometry and its inverse have the same handedness number. -/
theorem handedness_inverse (m : Motion) (hm : IsProper m) :
    handedness (inverse m) = handedness m := by
  have ha : axial m.linᵀ = -axial m.lin := by
    ext i
    fin_cases i <;> simp [axial]
  have h := dot_orthogonal m.lin hm.1 (axial m.lin) (m.linᵀ *ᵥ m.trans)
  rw [axial_fixed m hm, Matrix.mulVec_mulVec, mul_eq_one_comm.mp hm.1,
    Matrix.one_mulVec] at h
  change axial m.linᵀ ⬝ᵥ (-(m.linᵀ *ᵥ m.trans)) = axial m.lin ⬝ᵥ m.trans
  rw [ha, neg_dotProduct, dotProduct_neg, neg_neg, h]
```

## A screw about $z$ has the value $2p\sin\theta$

Take a rotation by $\theta$ about the $z$ axis with an advance $p$ along it:

$$R=\begin{pmatrix}\cos\theta&-\sin\theta&0\\ \sin\theta&\cos\theta&0\\ 0&0&1\end{pmatrix},\qquad t=(0,0,p).$$

Here $p$ is the advance that accompanies the rotation by $\theta$; the pitch of a screw usually means the advance per full turn.

```lean
/-- The screw motion about the `z` axis with rotation angle `θ` and advance `p`. -/
def screwZ (θ p : ℝ) : Motion :=
  ⟨!![Real.cos θ, -Real.sin θ, 0; Real.sin θ, Real.cos θ, 0; 0, 0, 1], ![0, 0, p]⟩
```

Both $R^{\mathsf T}R=1$ and $\det R=1$ reduce to $\cos^2\theta+\sin^2\theta=1$. The vector is $a(R)=(0,0,2\sin\theta)$, and so

$$a(R)\cdot t = 2p\sin\theta .$$

For $0<\theta<\pi$ and $p>0$ this is a right-handed screw, which fixes the sign convention: positive means right-handed. The pair $(R,t)$ records only where points end up, so the hand is that of the shorter turn: a turn by $3\pi/2$ with advance $p$ is the same motion as a turn by $-\pi/2$ with advance $p$, and for $p>0$ it counts as left-handed.

```lean
/-- The screw about `z` with angle `θ` and advance `p` is a proper isometry, and its
handedness number is `2 p sin θ`. -/
theorem screwZ_handedness (θ p : ℝ) :
    IsProper (screwZ θ p) ∧ handedness (screwZ θ p) = 2 * p * Real.sin θ := by
  refine ⟨⟨?_, ?_⟩, ?_⟩
  · unfold IsIsometry
    ext i j
    fin_cases i <;> fin_cases j <;>
      simp [screwZ, Matrix.mul_apply, Fin.sum_univ_three] <;>
      nlinarith [Real.sin_sq_add_cos_sq θ]
  · rw [Matrix.det_fin_three]
    simp [screwZ]
    nlinarith [Real.sin_sq_add_cos_sq θ]
  · simp [handedness, axial, screwZ, dotProduct, Fin.sum_univ_three]
    ring
```

The theorem joins the two statements, properness and the value. The first two bullets of the proof use $\sin^2\theta+\cos^2\theta=1$ through `nlinarith`, and the third computes the scalar product.

## Screws of opposite hand cannot be superposed

Suppose that a proper isometry carried the screw $(\theta,p)$ into $(\theta,-p)$. Its determinant is 1, so the handedness numbers would agree:

$$-2p\sin\theta = 2p\sin\theta,\qquad\text{hence}\qquad p\sin\theta=0 .$$

The hypothesis $p\sin\theta\neq0$ excludes this. Physically, it says that there is a real advance and that the rotation is neither trivial nor a half-turn.

```lean
/-- If `p sin θ ≠ 0`, no proper isometry carries the screw with angle `θ` and advance `p`
into the screw with the same angle and advance `-p`. -/
theorem opposite_screws_not_congruent (θ p : ℝ) (h : p * Real.sin θ ≠ 0)
    (g : Motion) (hg : IsProper g) :
    conjugate g (screwZ θ p) ≠ screwZ θ (-p) := by
  intro he
  have h1 := handedness_conjugate g (screwZ θ p) hg.1 (screwZ_handedness θ p).1
  rw [he, hg.2, (screwZ_handedness θ (-p)).2, (screwZ_handedness θ p).2] at h1
  exact h (by linarith)
```

The proof evaluates `handedness_conjugate` on the supposed equality `he`, and `linarith` extracts the contradiction. The theorem restricts proper isometries only; the reflection $z\mapsto-z$ does exchange the two screws.

One step separates this from the screw axis of a crystal. The theorems concern a single motion, whereas a crystallographic screw axis stands for a family of motions that differ by lattice translations. With repeat length $c$ along the axis, a $3_1$ axis contains the rotation by $120^\circ$ with advance $c/3$, and also the one with advance $c/3-c=-2c/3$, whose handedness number is negative. To assign a hand to the axis, a representative must be chosen first, for instance the one with the smallest advance in absolute value. That choice gives a positive number for $3_1$ and a negative one for $3_2$.

When the structure of a chiral crystal is passed between programs for an electronic-structure calculation, the sign can reveal that a change of setting has inverted the structure, provided that the same single screw operation, with nonzero handedness number, is followed in Cartesian coordinates. Comparing the signs read directly from two symmetry listings is not enough if the translations have been reduced to lie between $0$ and $c$: a $3_2$ axis then appears as the rotation by $120^\circ$ with advance $2c/3$, whose handedness number is positive, as it is for $3_1$.

## The limiting case of a twofold screw

At $\theta=\pi$ the handedness number vanishes for every $p$, and the obstruction disappears with it. Consider the half-turn about $x$, with matrix $D=\mathrm{diag}(1,-1,-1)$ and no translation.

```lean
/-- The half-turn about the `x` axis. -/
def halfTurnX : Motion := ⟨!![1, 0, 0; 0, -1, 0; 0, 0, -1], 0⟩
```

Conjugation by $D$ reverses both the angle and the advance:

$$D\,R(\theta)\,D^{\mathsf T} = R(-\theta),\qquad D\,(0,0,p) = (0,0,-p),$$

where $R(\theta)$ is the rotation matrix about $z$ given above. For general $\theta$ the product $p\sin\theta$ is unchanged, as it must be. At $\theta=\pi$, however, $R(-\pi)=R(\pi)$, so the result is the same half-turn with the opposite advance. A twofold screw can thus be turned into its own mirror image by a proper rotation, and it has no hand. The same happens at $\theta=0$, where the screw is a pure translation.

The theorem records the case $\theta=\pi$, together with the fact that the half-turn is proper. Its proof compares the two motions entry by entry, first the matrices and then the translations.

```lean
/-- For a twofold screw, the half-turn about `x` is a proper isometry that reverses the
advance and keeps the rotation angle `π`. -/
theorem twofold_screw_reversed (p : ℝ) :
    IsProper halfTurnX ∧
      conjugate halfTurnX (screwZ Real.pi p) = screwZ Real.pi (-p) := by
  refine ⟨⟨?_, ?_⟩, ?_⟩
  · unfold IsIsometry
    ext i j
    fin_cases i <;> fin_cases j <;>
      simp [halfTurnX, Matrix.mul_apply, Fin.sum_univ_three]
  · rw [Matrix.det_fin_three]
    simp [halfTurnX]
  · apply Motion.ext
    · ext i j
      fin_cases i <;> fin_cases j <;>
        simp [conjugate, compose, inverse, halfTurnX, screwZ, Matrix.vecMul, dotProduct,
          Fin.sum_univ_three]
    · ext i
      fin_cases i <;>
        simp [conjugate, compose, inverse, halfTurnX, screwZ]

end

end ScrewHandedness
```

```lean
#print axioms ScrewHandedness.handedness_inverse
#print axioms ScrewHandedness.screwZ_handedness
#print axioms ScrewHandedness.opposite_screws_not_congruent
#print axioms ScrewHandedness.twofold_screw_reversed
```

```
'ScrewHandedness.handedness_inverse' depends on axioms: [propext, Classical.choice, Quot.sound]
'ScrewHandedness.screwZ_handedness' depends on axioms: [propext, Classical.choice, Quot.sound]
'ScrewHandedness.opposite_screws_not_congruent' depends on axioms: [propext, Classical.choice, Quot.sound]
'ScrewHandedness.twofold_screw_reversed' depends on axioms: [propext, Classical.choice, Quot.sound]
```
